# For a nondecreasing field, the squared differences along a walk visiting every site of a chain sum to at least those along the ordered chain

A real field `u` on the sites 0, 1, 2, … is nondecreasing, and a walk `w` of `M` steps visits each of the sites 0 to `N` at least once. The walk may jump any distance, revisit sites and go beyond `N`. The lemma states that the squared field differences over the walk's steps sum to at least the squared differences over the nearest-neighbour bonds from 0 to `N`. The attempt shows that each of these bonds is crossed by some step. It therefore bounds the sum over the bonds by a double sum in which each bond's squared difference is counted once for every step that crosses it. After exchanging the order of summation, it bounds the sum of the squared differences over the bonds that a step crosses by the squared difference of the step itself.

In Lean, a first try:

```lean
import Mathlib

open Finset

namespace SumSqLeOfVisits

/-- For a nondecreasing field, the squared difference between two sites is at least the sum
of the squared differences over the elementary bonds between them. -/
theorem sum_sq_gaps_le_sq_jump {u : ℕ → ℝ} (hu : Monotone u) {a b : ℕ} (hab : a ≤ b) :
    ∑ k ∈ Ico a b, (u (k + 1) - u k) ^ 2 ≤ (u b - u a) ^ 2 := by
  induction b, hab using Nat.le_induction with
  | base => simp
  | succ b hab ih =>
    rw [Finset.sum_Ico_succ_top hab]
    have h1 : u a ≤ u b := hu hab
    have h2 : u b ≤ u (b + 1) := hu (Nat.le_succ b)
    -- the cross term of the square is nonnegative
    nlinarith [mul_nonneg (sub_nonneg.2 h1) (sub_nonneg.2 h2)]

/-- A walk that visits a site at or below `k` and a site above `k` within its first `M` steps
has a step among them that crosses the bond between `k` and `k + 1`. -/
theorem exists_crossing {w : ℕ → ℕ} {M k i j : ℕ} (hi : i ≤ M) (hj : j ≤ M)
    (hik : w i ≤ k) (hjk : k < w j) :
    ∃ t < M, min (w t) (w (t + 1)) ≤ k ∧ k < max (w t) (w (t + 1)) := by
  by_contra hno
  -- without a crossing the walk stays on the side where it started
  have key : ∀ t, t ≤ M → (w t ≤ k ↔ w 0 ≤ k) := by
    intro t
    induction t with
    | zero => intro _; exact Iff.rfl
    | succ t ih =>
      intro ht
      have h := ih (by omega)
      rw [← h]
      by_contra hne
      exact hno ⟨t, by omega, by omega, by omega⟩
  have h1 := key i hi
  have h2 := key j hj
  omega

/-- If a walk of `M` steps visits all sites `0, ..., N`, the squared differences of a
nondecreasing field along the walk sum to at least those along the ordered chain. -/
theorem sum_sq_le_of_visits {u : ℕ → ℝ} (hu : Monotone u) {w : ℕ → ℕ} {N M : ℕ}
    (hw : ∀ k ≤ N, ∃ t ≤ M, w t = k) :
    ∑ k ∈ range N, (u (k + 1) - u k) ^ 2 ≤
      ∑ t ∈ range M, (u (w (t + 1)) - u (w t)) ^ 2 := by
  calc ∑ k ∈ range N, (u (k + 1) - u k) ^ 2
      ≤ ∑ k ∈ range N, ∑ t ∈ range M,
          if min (w t) (w (t + 1)) ≤ k ∧ k < max (w t) (w (t + 1))
            then (u (k + 1) - u k) ^ 2 else 0 := by
        -- every elementary bond is crossed at least once
        refine Finset.sum_le_sum fun k hk => ?_
        have hk' := Finset.mem_range.1 hk
        obtain ⟨i, hi, hik⟩ := hw k (by omega)
        obtain ⟨j, hj, hjk⟩ := hw (k + 1) (by omega)
        obtain ⟨t, ht, hc⟩ := exists_crossing (w := w) (k := k) hi hj (by omega) (by omega)
        have h := Finset.single_le_sum
          (f := fun t => if min (w t) (w (t + 1)) ≤ k ∧ k < max (w t) (w (t + 1))
            then (u (k + 1) - u k) ^ 2 else 0)
          (fun t _ => by dsimp only; split_ifs <;> positivity) (Finset.mem_range.2 ht)
        simpa only [if_pos hc] using h
    _ = ∑ t ∈ range M, ∑ k ∈ range N,
          if min (w t) (w (t + 1)) ≤ k ∧ k < max (w t) (w (t + 1))
            then (u (k + 1) - u k) ^ 2 else 0 := Finset.sum_comm
    _ ≤ ∑ t ∈ range M, (u (w (t + 1)) - u (w t)) ^ 2 := by
        -- each step pays for all the bonds that it crosses
        refine Finset.sum_le_sum fun t _ => ?_
        rw [← Finset.sum_filter]
        refine (Finset.sum_le_sum_of_subset_of_nonneg
          (t := Ico (min (w t) (w (t + 1))) (max (w t) (w (t + 1))))
          (fun k hk => Finset.mem_Ico.2 (Finset.mem_filter.1 hk).2)
          (fun _ _ _ => sq_nonneg _)).trans ?_
        rcases le_total (w t) (w (t + 1)) with h | h
        · rw [min_eq_left h, max_eq_right h]
          exact sum_sq_gaps_le_sq_jump hu h
        · rw [min_eq_right h, max_eq_left h]
          exact (sum_sq_gaps_le_sq_jump hu h).trans_eq (by ring)

end SumSqLeOfVisits
```

Lean reports:

```
Main.lean:60:25: error: `dsimp` made no progress
```

As a diff, the version that Lean accepts:

```diff
@@ -58,5 +58,5 @@
           (f := fun t => if min (w t) (w (t + 1)) ≤ k ∧ k < max (w t) (w (t + 1))
             then (u (k + 1) - u k) ^ 2 else 0)
-          (fun t _ => by dsimp only; split_ifs <;> positivity) (Finset.mem_range.2 ht)
+          (fun t _ => by split_ifs; exacts [sq_nonneg _, le_rfl]) (Finset.mem_range.2 ht)
         simpa only [if_pos hc] using h
     _ = ∑ t ∈ range M, ∑ k ∈ range N,
```

The error lies in the proof that the summands passed to `Finset.single_le_sum` are nonnegative. The function `f` is given explicitly as a `fun`, and the attempt calls `dsimp only` to reduce `f` applied to `t` to the `if` expression. Lean had already done this reduction when it put `f` into the lemma's type, so the goal was already that the `if` expression is nonnegative. `dsimp only` found nothing to simplify, and it fails when it makes no progress.

The repair removes `dsimp only`, so that `split_ifs` acts directly on the `if`. This cures the reported error. The diff also replaces `positivity` by explicit proofs of the two cases: `sq_nonneg _` for the square and `le_rfl` for `0 ≤ 0`. The message gives no reason for this second change, since the proof stopped before `positivity` was reached.
